# Moving J₊ through a power of J₋ on a Jz eigenvector

For operators on a complex vector space obeying the angular-momentum ladder relations (ħ = 1), `raise_lower_pow` states that if Jz u = m u, then J₊J₋ᵏ⁺¹u = J₋ᵏ⁺¹J₊u + (k+1)(2m−k) J₋ᵏu for every natural number k. The weight m may be any complex number, u need not be a highest-weight vector, and neither an inner product nor finite dimension is assumed. The vectors J₋ᵏu are unnormalised; between normalised states of a standard spin-j multiplet, with u the top state and m = j, the matrix element of J₊ is √((k+1)(2j−k)) for 0 ≤ k < 2j, in the usual phase convention. The proof is by induction on k: the commutator carries J₊ past one J₋, `weight_shift` evaluates Jz, the induction hypothesis handles the remaining powers, and `module` is left to compare coefficients.

The first attempt, which Lean rejects:

```lean
import Mathlib

open scoped Nat

namespace ExtremalProjector

noncomputable section

variable {V : Type*} [AddCommGroup V] [Module ℂ V]

/-- The ladder relations `[Jz, J+] = J+`, `[Jz, J-] = -J-`, `[J+, J-] = 2 Jz`,
written out on states. -/
structure LadderRelations (Jz Jp Jm : Module.End ℂ V) : Prop where
  raise : ∀ x, Jz (Jp x) - Jp (Jz x) = Jp x
  lower : ∀ x, Jz (Jm x) - Jm (Jz x) = -Jm x
  comm : ∀ x, Jp (Jm x) - Jm (Jp x) = (2 : ℂ) • Jz x

variable {Jz Jp Jm : Module.End ℂ V}

/-- Raising `k` times shifts the `Jz` weight up by `k`, lowering `k` times shifts it
down by `k`. -/
theorem weight_shift (h : LadderRelations Jz Jp Jm) {m : ℂ} {v : V} (hv : Jz v = m • v)
    (k : ℕ) : Jz ((Jp ^ k) v) = (m + k) • (Jp ^ k) v ∧
      Jz ((Jm ^ k) v) = (m - k) • (Jm ^ k) v := by
  induction k with
  | zero => simp [hv]
  | succ k ih =>
    have a := h.raise ((Jp ^ k) v)
    have b := h.lower ((Jm ^ k) v)
    rw [ih.1, map_smul] at a
    rw [ih.2, map_smul] at b
    rw [pow_succ' Jp, pow_succ' Jm, Module.End.mul_apply, Module.End.mul_apply]
    constructor
    · rw [sub_eq_iff_eq_add.mp a]; push_cast; module
    · rw [sub_eq_iff_eq_add.mp b]; push_cast; module

/-- Moving `J+` to the right through `k+1` lowering operators on a state of weight `m`. -/
theorem raise_lower_pow (h : LadderRelations Jz Jp Jm) {m : ℂ} {u : V} (hu : Jz u = m • u)
    (k : ℕ) : Jp ((Jm ^ (k + 1)) u) =
      (Jm ^ (k + 1)) (Jp u) + ((k + 1) * (2 * m - k) : ℂ) • (Jm ^ k) u := by
  induction k with
  | zero =>
    have a := sub_eq_iff_eq_add.mp (h.comm u)
    rw [hu] at a
    simp only [zero_add, pow_one, pow_zero, Module.End.one_apply, Nat.cast_zero]
    rw [a]; module
  | succ k ih =>
    have a := sub_eq_iff_eq_add.mp (h.comm ((Jm ^ (k + 1)) u))
    rw [(weight_shift h hu (k + 1)).2, ih, map_add, map_smul] at a
    simp only [← Module.End.mul_apply, ← pow_succ'] at a ⊢
    rw [a]; push_cast; module

end

end ExtremalProjector
```

The compiler's answer:

```
Main.lean:51:23: error: ring failed, ring expressions not equal
V : Type u_1
inst✝¹ : AddCommGroup V
inst✝ : Module ℂ V
Jz Jp Jm : Module.End ℂ V
h : LadderRelations Jz Jp Jm
m : ℂ
u : V
hu : Jz u = m • u
k : ℕ
ih : Jp ((Jm ^ (k + 1)) u) = (Jm ^ (k + 1)) (Jp u) + ((↑k + 1) * (2 * m - ↑k)) • (Jm ^ k) u
a :
  (Jp * Jm ^ (k + 1 + 1)) u =
    2 • (m - ↑(k + 1)) • (Jm ^ (k + 1)) u +
      ((Jm * (Jm ^ (k + 1) * Jp)) u + ((↑k + 1) * (2 * m - ↑k)) • (Jm ^ (k + 1)) u)
⊢ 1 = 0
```

The change, after which it compiles:

```diff
@@ -48,6 +48,7 @@
     have a := sub_eq_iff_eq_add.mp (h.comm ((Jm ^ (k + 1)) u))
     rw [(weight_shift h hu (k + 1)).2, ih, map_add, map_smul] at a
-    simp only [← Module.End.mul_apply, ← pow_succ'] at a ⊢
-    rw [a]; push_cast; module
+    rw [pow_succ' Jm (k + 1), Module.End.mul_apply, Module.End.mul_apply, a,
+      ← Module.End.mul_apply Jm (Jm ^ k), ← pow_succ' Jm k]
+    push_cast; module
 
 end
```

What went wrong. The error comes from the final `module`, and its residual goal `1 = 0` is a failed comparison of coefficients. The reversed `Module.End.mul_apply` in `simp only` gathered nested applications into products, including the one ending in `Jp u`. In `a` this gave `Jm * (Jm ^ (k + 1) * Jp)`, where the bracketing keeps `Jm` from standing directly against its power, so the reversed `pow_succ'` could not merge them. The goal had `Jm ^ (k + 1 + 1) * Jp` instead. These are equal operators, but `module` does not use that equality and treats the resulting vectors as unrelated, so their coefficients cannot match.

The repair leaves `a` as it was and unfolds the goal's higher power with `pow_succ' Jm (k + 1)`. Two uses of `Module.End.mul_apply` turn the products into nested applications, on `u` and on `Jp u`, so `a` can rewrite the left side and the `Jp u` terms agree. The last two reversed rewrites fold `Jm ((Jm ^ k) u)` into `(Jm ^ (k + 1)) u`, matching the other terms. After `push_cast`, only scalar arithmetic remains for `module`.
